# Exchange moves intensity from L₃ to L₂ in a two-level core-exciton model

Anyone who assumes that the L₃ and L₂ lines of an X-ray spectrum must carry their statistical 2:1 ratio will blame a deviation on the wrong cause when electron-hole exchange has mixed the two edges. The problems below work out this mixing for two spin-orbit channels, with exchange acting only along their dipole vector.

## Two channels and their coupling

```lean
import Mathlib

open Matrix Filter Topology

namespace CoreExciton

noncomputable section
```

Index 0 is the lower (L₃) channel and index 1 the upper (L₂). The lower has statistical weight \(w\), so the dipole vector is \(d=(a,b)\) with \(a=\sqrt w\), \(b=\sqrt{1-w}\).

```lean
/-- Dipole amplitudes of the two spin-orbit channels, with statistical weights `w` and `1 - w`,
for `0 ≤ w ≤ 1`. -/
def dipole (w : ℝ) : Fin 2 → ℝ := ![√w, √(1 - w)]
```

The spin-orbit splitting is \(D\), and \(x\) is an exchange energy, not a position: \(H=\mathrm{diag}(0,D)+x\,dd^{T}\). That the Bethe-Salpeter problem of a real material reduces to this real 2×2 matrix is assumed.

```lean
/-- Core-exciton Hamiltonian: spin-orbit splitting `D` plus an exchange term of strength `x`
that acts along the dipole vector. -/
def hamiltonian (w D x : ℝ) : Matrix (Fin 2) (Fin 2) ℝ :=
  diagonal ![0, D] + x • vecMulVec (dipole w) (dipole w)
```

A lower exciton is a unit eigenvector whose energy \(E\) lies above no other eigenvalue.

```lean
/-- The state `v` is a normalised eigenvector with energy `E`, and no eigenvalue lies below `E`. -/
structure IsLowerExciton (w D x E : ℝ) (v : Fin 2 → ℝ) : Prop where
  unit : v ⬝ᵥ v = 1
  eigen : hamiltonian w D x *ᵥ v = E • v
  lowest : ∀ (F : ℝ) (u : Fin 2 → ℝ), u ≠ 0 → hamiltonian w D x *ᵥ u = F • u → E ≤ F
```

`gap`, written \(S\) below, is the separation of the exciton levels, not a band gap.

```lean
/-- The square-root expression for the separation of the two exciton levels, for `0 ≤ w ≤ 1`. -/
def gap (w D x : ℝ) : ℝ := √(D ^ 2 + 2 * (1 - 2 * w) * D * x + x ^ 2)
```

`lowerIntensity` is only a candidate formula until (e) connects it to eigenvectors. Intensity means \((d\cdot v)^2\), without photon-energy prefactors.

```lean
/-- Closed formula for the intensity of the lower exciton, for `0 < w < 1` and `D > 0`. -/
def lowerIntensity (w D x : ℝ) : ℝ := 1 / 2 - (x + (1 - 2 * w) * D) / (2 * gap w D x)
```

## (a) The eigenvalue equation by channel

Show that \(Hu=Fu\) is equivalent to
\[
xa(au_0+bu_1)=Fu_0,\qquad Du_1+xb(au_0+bu_1)=Fu_1 .
\]

**Solution.** Since \(dd^{T}u=(d\cdot u)\,d\) and \(d\cdot u=au_0+bu_1\), these are the two rows of \(Hu=Fu\).

```lean
/-- The eigenvalue equation written out in the two spin-orbit channels. -/
theorem eigen_iff (w D x F : ℝ) (u : Fin 2 → ℝ) :
    hamiltonian w D x *ᵥ u = F • u ↔
      x * √w * (√w * u 0 + √(1 - w) * u 1) = F * u 0 ∧
      D * u 1 + x * √(1 - w) * (√w * u 0 + √(1 - w) * u 1) = F * u 1 := by
  have h0 : (hamiltonian w D x *ᵥ u) 0 = x * √w * (√w * u 0 + √(1 - w) * u 1) := by
    simp [hamiltonian, dipole, mulVec, dotProduct, Fin.sum_univ_two]
    ring
  have h1 : (hamiltonian w D x *ᵥ u) 1 =
      D * u 1 + x * √(1 - w) * (√w * u 0 + √(1 - w) * u 1) := by
    simp [hamiltonian, dipole, mulVec, dotProduct, Fin.sum_univ_two]
    ring
  constructor
  · intro h
    exact ⟨h0.symm.trans (congrFun h 0), h1.symm.trans (congrFun h 1)⟩
  · rintro ⟨a, b⟩
    funext i
    fin_cases i
    · exact h0.trans a
    · exact h1.trans b
```

## (b) The secular equation

For \(0\le w\le1\), show that every eigenvalue satisfies
\[
(2F-D-x)^2=D^2+2(1-2w)Dx+x^2 .
\]

**Solution.** A nonzero \(u\) requires
\[
(xw-F)(D+x(1-w)-F)-x^2w(1-w)=0,
\]
that is, \(F^2-(D+x)F+wDx=0\). Multiply by 4 and complete the square. In Lean, `p0` and `p1` show that the determinant, times 4, annihilates each component of \(u\).

```lean
/-- Secular equation: for `0 ≤ w ≤ 1`, every eigenvalue `F` of the Hamiltonian satisfies it. -/
theorem secular {w D x F : ℝ} {u : Fin 2 → ℝ} (hw0 : 0 ≤ w) (hw1 : w ≤ 1) (hu : u ≠ 0)
    (h : hamiltonian w D x *ᵥ u = F • u) :
    (2 * F - D - x) ^ 2 = D ^ 2 + 2 * (1 - 2 * w) * D * x + x ^ 2 := by
  obtain ⟨h0, h1⟩ := (eigen_iff w D x F u).1 h
  have ha := Real.sq_sqrt hw0
  have hb := Real.sq_sqrt (sub_nonneg.2 hw1)
  generalize √w = a at h0 h1 ha
  generalize √(1 - w) = b at h0 h1 hb
  -- the determinant annihilates both components
  have p0 : ((2 * F - D - x) ^ 2 - (D ^ 2 + 2 * (1 - 2 * w) * D * x + x ^ 2)) * u 0 = 0 := by
    linear_combination 4 * (D + x * b ^ 2 - F) * h0 - 4 * x * a * b * h1
      + 4 * F * x * u 0 * (ha + hb) - 4 * x * D * u 0 * ha
  have p1 : ((2 * F - D - x) ^ 2 - (D ^ 2 + 2 * (1 - 2 * w) * D * x + x ^ 2)) * u 1 = 0 := by
    linear_combination 4 * (x * a ^ 2 - F) * h1 - 4 * x * a * b * h0
      + 4 * F * x * u 1 * (ha + hb) - 4 * x * D * u 1 * ha
  by_contra hP
  apply hu
  funext i
  fin_cases i
  · exact (mul_eq_zero.1 p0).resolve_left (sub_ne_zero.2 hP)
  · exact (mul_eq_zero.1 p1).resolve_left (sub_ne_zero.2 hP)
```

## (c) The levels never meet

For \(0<w<1\) and \(D>0\), show that \(S>0\) and
\[
S^2=(x+(1-2w)D)^2+4w(1-w)D^2 .
\]

**Solution.** Expand and use \((1-2w)^2+4w(1-w)=1\). The last term is positive.

```lean
/-- For `0 < w < 1` and `D > 0` the gap is positive, and its square is
`(x + (1 - 2w) D)² + 4 w (1 - w) D²`. -/
theorem gap_pos_sq {w D : ℝ} (hw0 : 0 < w) (hw1 : w < 1) (hD : 0 < D) (x : ℝ) :
    0 < gap w D x ∧
      gap w D x ^ 2 = (x + (1 - 2 * w) * D) ^ 2 + 4 * w * (1 - w) * D ^ 2 := by
  have hc : 0 < w * (1 - w) * D ^ 2 := mul_pos (mul_pos hw0 (sub_pos.2 hw1)) (pow_pos hD 2)
  have h : 0 < D ^ 2 + 2 * (1 - 2 * w) * D * x + x ^ 2 := by
    nlinarith [sq_nonneg (x + (1 - 2 * w) * D)]
  refine ⟨Real.sqrt_pos.2 h, ?_⟩
  rw [gap, Real.sq_sqrt h.le]
  ring
```

## (d) A lower exciton exists

Under the same conditions, find one with energy
\[
E=\tfrac12(D+x-S).
\]

**Solution.** Put \(k=D+(1-2w)x\), so \(S^2=k^2+4w(1-w)x^2\). Then \(S+k>0\): if \(x\ne0\), \(S>|k|\); if \(x=0\), \(k=D>0\). Try \(p=-(S+k)/2\), \(q=xab\). The rows of \((H-E)(p,q)^T\) are
\[
\tfrac{S-k}{2}\,p+xab\,q=-\tfrac{S^2-k^2}{4}+x^2w(1-w)=0,
\]
\[
xab\,p+\tfrac{S+k}{2}\,q=xab\,p-p\,xab=0 .
\]
Since \(p\ne0\), the vector can be normalised. By (b), any eigenvalue has \(|2F-D-x|=S\), hence \(F\ge E\). The Lean proof checks the rows as `e0` and `e1`.

```lean
/-- For `0 < w < 1` and `D > 0` a lower exciton exists, with energy `(D + x - gap) / 2`. -/
theorem exists_lower {w D : ℝ} (hw0 : 0 < w) (hw1 : w < 1) (hD : 0 < D) (x : ℝ) :
    ∃ v, IsLowerExciton w D x ((D + x - gap w D x) / 2) v := by
  obtain ⟨hS0, hS⟩ := gap_pos_sq hw0 hw1 hD x
  generalize gap w D x = S at hS0 hS ⊢
  have ha := Real.sq_sqrt hw0.le
  have hb := Real.sq_sqrt (sub_pos.2 hw1).le
  have hpos : 0 < S + (D + (1 - 2 * w) * x) := by
    rcases eq_or_ne x 0 with h | h
    · have : D + (1 - 2 * w) * x = D := by rw [h]; ring
      linarith
    · have hx : 0 < w * (1 - w) * x ^ 2 :=
        mul_pos (mul_pos hw0 (sub_pos.2 hw1)) (by positivity)
      have := abs_lt_of_sq_lt_sq' (a := D + (1 - 2 * w) * x) (b := S) (by nlinarith) hS0.le
      linarith [this.1]
  -- an unnormalised eigenvector (p, q)
  obtain ⟨p, hp⟩ : ∃ p, p = -(S + (D + (1 - 2 * w) * x)) / 2 := ⟨_, rfl⟩
  obtain ⟨q, hq⟩ : ∃ q, q = x * (√w * √(1 - w)) := ⟨_, rfl⟩
  have e0 : x * √w * (√w * p + √(1 - w) * q) = (D + x - S) / 2 * p := by
    rw [hq, hp]
    linear_combination x * (-(S + (D + (1 - 2 * w) * x)) / 2) * ha
      + x ^ 2 * (√(1 - w) ^ 2 * ha + w * hb) - 1 / 4 * hS
  have e1 : D * q + x * √(1 - w) * (√w * p + √(1 - w) * q) = (D + x - S) / 2 * q := by
    rw [hq, hp]
    linear_combination x ^ 2 * √w * √(1 - w) * hb
  have hp0 : p ≠ 0 := by
    intro h
    linarith
  have hN : 0 < p ^ 2 + q ^ 2 := by positivity
  obtain ⟨r, hr⟩ : ∃ r : ℝ, r ^ 2 * (p ^ 2 + q ^ 2) = 1 :=
    ⟨(√(p ^ 2 + q ^ 2))⁻¹, by rw [inv_pow, Real.sq_sqrt hN.le, inv_mul_cancel₀ hN.ne']⟩
  refine ⟨![r * p, r * q], ?_, (eigen_iff _ _ _ _ _).2 ⟨?_, ?_⟩, ?_⟩
  · rw [dotProduct, Fin.sum_univ_two]
    show r * p * (r * p) + r * q * (r * q) = 1
    linear_combination hr
  · show x * √w * (√w * (r * p) + √(1 - w) * (r * q)) = (D + x - S) / 2 * (r * p)
    linear_combination r * e0
  · show D * (r * q) + x * √(1 - w) * (√w * (r * p) + √(1 - w) * (r * q))
      = (D + x - S) / 2 * (r * q)
    linear_combination r * e1
  · intro F u hu h
    have hs := secular hw0.le hw1.le hu h
    have := abs_le_of_sq_le_sq' (a := 2 * F - D - x) (b := S) (by nlinarith) hS0.le
    linarith [this.1]
```

## (e) The intensity of any lower exciton

Under the same conditions, show that
\[
(d\cdot v)^2=\frac12-\frac{x+(1-2w)D}{2S}.
\]

**Solution.** Two lowest energies bound each other, so \(E\) is the value in (d). Let \(g=d\cdot v\). Projecting the eigenvalue equation on \(v\) and on \(d\) gives
\[
Dv_1^2+xg^2=E,\qquad Dbv_1+xg=Eg .
\]
Multiply the second by \(2g\) and eliminate one \(xg^2\) with the first:
\[
(2E-D-x)g^2=E-D(g^2-2bv_1g+v_1^2).
\]
As \(g-bv_1=av_0\), the last bracket is \(wv_0^2-(1-w)v_1^2+v_1^2=w\). Thus \(-Sg^2=E-wD\), which is `key` in Lean; insert \(E\) and divide by \(-S\).

```lean
/-- For `0 < w < 1` and `D > 0`, the squared dipole overlap of any lower exciton is given by
the closed formula. -/
theorem intensity_eq {w D x E : ℝ} {v : Fin 2 → ℝ} (hw0 : 0 < w) (hw1 : w < 1) (hD : 0 < D)
    (h : IsLowerExciton w D x E v) : (dipole w ⬝ᵥ v) ^ 2 = lowerIntensity w D x := by
  have nz : ∀ y : Fin 2 → ℝ, y ⬝ᵥ y = 1 → y ≠ 0 := by
    rintro y hy rfl
    simp at hy
  obtain ⟨u, hu⟩ := exists_lower hw0 hw1 hD x
  have hE : E = (D + x - gap w D x) / 2 :=
    le_antisymm (h.lowest _ u (nz u hu.unit) hu.eigen) (hu.lowest _ v (nz v h.unit) h.eigen)
  obtain ⟨h0, h1⟩ := (eigen_iff w D x E v).1 h.eigen
  have hn : v 0 * v 0 + v 1 * v 1 = 1 := by
    rw [← h.unit, dotProduct, Fin.sum_univ_two]
  have ha := Real.sq_sqrt hw0.le
  have hb := Real.sq_sqrt (sub_pos.2 hw1).le
  have hd : dipole w ⬝ᵥ v = √w * v 0 + √(1 - w) * v 1 := by
    simp [dipole, dotProduct, Fin.sum_univ_two]
  rw [hd]
  generalize √w = a at h0 h1 ha ⊢
  generalize √(1 - w) = b at h0 h1 hb ⊢
  -- project the eigenvalue equation on v and on the dipole vector
  have hv : D * v 1 ^ 2 + x * (a * v 0 + b * v 1) ^ 2 = E := by
    linear_combination v 0 * h0 + v 1 * h1 + E * hn
  have hp : D * b * v 1 + x * (a * v 0 + b * v 1) = E * (a * v 0 + b * v 1) := by
    linear_combination a * h0 + b * h1 - x * (a * v 0 + b * v 1) * (ha + hb)
  have key : (a * v 0 + b * v 1) ^ 2 * (2 * E - D - x) = E - w * D := by
    linear_combination -2 * (a * v 0 + b * v 1) * hp + hv + D * v 1 ^ 2 * hb
      - D * v 0 ^ 2 * ha - D * w * hn
  have hS0 := (gap_pos_sq hw0 hw1 hD x).1
  rw [hE] at key
  rw [lowerIntensity]
  generalize gap w D x = S at key hS0 ⊢
  have hc : (x + (1 - 2 * w) * D) / (2 * S) * S = (x + (1 - 2 * w) * D) / 2 := by
    field_simp
  apply mul_right_cancel₀ hS0.ne'
  linear_combination -key + hc
```

## (f) No exchange

For \(D>0\), show that the formula gives \(w\) at \(x=0\).

**Solution.** Here \(S=D\), so it equals \(\tfrac12-\tfrac12(1-2w)=w\).

```lean
/-- Without exchange, and for `D > 0`, the formula gives the statistical weight `w`. -/
theorem lowerIntensity_zero {D : ℝ} (w : ℝ) (hD : 0 < D) : lowerIntensity w D 0 = w := by
  have hg : gap w D 0 = D := by
    rw [gap, show D ^ 2 + 2 * (1 - 2 * w) * D * 0 + 0 ^ 2 = D ^ 2 by ring, Real.sqrt_sq hD.le]
  have e : (0 + (1 - 2 * w) * D) / (2 * D) = (1 - 2 * w) / 2 := by
    rw [div_eq_iff (by positivity)]
    ring
  rw [lowerIntensity, hg, e]
  ring
```

## (g) Strict decrease

For \(0<w<1\) and \(D>0\), show that \(y<z\) implies
\[
\texttt{lowerIntensity}(z)<\texttt{lowerIntensity}(y).
\]

**Solution.** Now let \(u=y+(1-2w)D\), \(t=z+(1-2w)D\), and let \(p,q\) be the gaps at \(y,z\). With \(c=4w(1-w)D^2\), \(p^2=u^2+c\) and \(q^2=t^2+c\), so
\[
2(p+q)(tp-uq)=(t-u)\big[(p+q)^2-(t+u)^2\big]>0,
\]
because \(p>|u|\) and \(q>|t|\). Hence \(u/(2p)<t/(2q)\). The identity is `hid`.

```lean
/-- For `0 < w < 1` and `D > 0` the lower intensity decreases strictly with exchange. -/
theorem lowerIntensity_strictAnti {w D : ℝ} (hw0 : 0 < w) (hw1 : w < 1) (hD : 0 < D) :
    StrictAnti (lowerIntensity w D) := by
  intro y z hyz
  obtain ⟨hp0, hp⟩ := gap_pos_sq hw0 hw1 hD y
  obtain ⟨hq0, hq⟩ := gap_pos_sq hw0 hw1 hD z
  have hc : 0 < 4 * w * (1 - w) * D ^ 2 :=
    mul_pos (mul_pos (by positivity) (sub_pos.2 hw1)) (pow_pos hD 2)
  have hut : y + (1 - 2 * w) * D < z + (1 - 2 * w) * D := by linarith
  rw [lowerIntensity, lowerIntensity]
  generalize gap w D y = p at hp0 hp ⊢
  generalize gap w D z = q at hq0 hq ⊢
  generalize 4 * w * (1 - w) * D ^ 2 = c at hc hp hq
  generalize y + (1 - 2 * w) * D = u at hp hut ⊢
  generalize z + (1 - 2 * w) * D = t at hq hut ⊢
  have bu := abs_lt_of_sq_lt_sq' (a := u) (b := p) (by linarith) hp0.le
  have bt := abs_lt_of_sq_lt_sq' (a := t) (b := q) (by linarith) hq0.le
  have hprod : 0 < (t - u) * ((p + q - (t + u)) * (p + q + (t + u))) :=
    mul_pos (by linarith) (mul_pos (by linarith [bu.2, bt.2]) (by linarith [bu.1, bt.1]))
  have hid : (t * p - u * q) * (2 * (p + q)) =
      (t - u) * ((p + q - (t + u)) * (p + q + (t + u))) := by
    linear_combination (t + u) * (hp - hq)
  have key : 0 < t * p - u * q :=
    (mul_pos_iff_of_pos_right (by positivity : 0 < 2 * (p + q))).1 (hid ▸ hprod)
  have : u / (2 * p) < t / (2 * q) := by
    rw [div_lt_div_iff₀ (by positivity) (by positivity)]
    linarith
  linarith
```

## (h) Strong exchange

Under the same conditions, show that the formula tends to 0 as \(x\to\infty\).

**Solution.** Let \(u=x+(1-2w)D\), with \(c\) as in (g). Once \(u\ge1\), \(u\le S\le u+c\), so
\[
0\le\frac{S-u}{2S}\le\frac cu\to0 .
\]
Lean squeezes between the same bounds.

```lean
/-- For `0 < w < 1` and `D > 0` the closed formula for the lower intensity tends to zero as the
exchange strength `x` tends to `+∞`. -/
theorem lowerIntensity_tendsto {w D : ℝ} (hw0 : 0 < w) (hw1 : w < 1) (hD : 0 < D) :
    Tendsto (lowerIntensity w D) atTop (𝓝 0) := by
  have hu : Tendsto (fun x : ℝ => x + (1 - 2 * w) * D) atTop atTop :=
    tendsto_atTop_add_const_right _ _ tendsto_id
  have hc : 0 < 4 * w * (1 - w) * D ^ 2 :=
    mul_pos (mul_pos (by positivity) (sub_pos.2 hw1)) (pow_pos hD 2)
  have hb : ∀ᶠ x in atTop, 0 ≤ lowerIntensity w D x ∧
      lowerIntensity w D x ≤ 4 * w * (1 - w) * D ^ 2 / (x + (1 - 2 * w) * D) := by
    filter_upwards [hu.eventually_ge_atTop 1] with x hx
    obtain ⟨h0, hS⟩ := gap_pos_sq hw0 hw1 hD x
    rw [lowerIntensity]
    generalize gap w D x = S at h0 hS ⊢
    generalize 4 * w * (1 - w) * D ^ 2 = c at hc hS ⊢
    generalize x + (1 - 2 * w) * D = u at hx hS ⊢
    have h1 : u ≤ S := (abs_le_of_sq_le_sq' (by linarith) h0.le).2
    have h2 : S ≤ u + c := (abs_le_of_sq_le_sq'
      (by nlinarith [mul_nonneg hc.le (sub_nonneg.2 hx), sq_nonneg c]) (by linarith)).2
    have e : 1 / 2 - u / (2 * S) = (S - u) / (2 * S) := by field_simp
    rw [e]
    refine ⟨div_nonneg (by linarith) (by linarith), ?_⟩
    rw [div_le_div_iff₀ (by positivity) (by linarith)]
    nlinarith [mul_nonneg (by linarith : 0 ≤ u + c - S) (by linarith : 0 ≤ u),
      mul_nonneg hc.le (sub_nonneg.2 h1), mul_pos hc h0]
  exact squeeze_zero' (hb.mono fun _ h => h.1) (hb.mono fun _ h => h.2)
    (tendsto_const_nhds.div_atTop hu)
```

## (i) The L edge

Take \(w=2/3\), \(D>0\) and any choice of lower exciton \(v(x)\) for each \(x\ge0\). Show that
\[
(d\cdot v)^2=\frac12-\frac{x-D/3}{2\sqrt{D^2-2Dx/3+x^2}},
\]
which is \(2/3\) at \(x=0\) and \(1/2\) at \(x=D/3\), decreases strictly and tends to 0.

**Solution.** Put \(1-2w=-1/3\) in (e). At \(x=D/3\) the numerator vanishes; the rest is (f), (g) and (h).

For \(D=3\), \(x=2\) (same energy units), \(S=\sqrt{9-4+4}=3\) and \(E=1\). The eigenvector is \(v=(2\sqrt2,-1)/3\), so \(d\cdot v=1/\sqrt3\) and the intensity is \(1/3\), as the formula gives.

```lean
/-- L edge (`w = 2/3`, `D > 0`): along any family of lower excitons for `x ≥ 0`, the intensity
has the stated closed form, equals `2/3` at `x = 0` and `1/2` at `x = D/3`, decreases strictly
and tends to zero. -/
theorem L3_intensity {D : ℝ} (hD : 0 < D) (E : ℝ → ℝ) (v : ℝ → Fin 2 → ℝ)
    (h : ∀ x, 0 ≤ x → IsLowerExciton (2 / 3) D x (E x) (v x)) :
    (∀ x, 0 ≤ x → (dipole (2 / 3) ⬝ᵥ v x) ^ 2 =
      1 / 2 - (x - D / 3) / (2 * √(D ^ 2 - 2 * D * x / 3 + x ^ 2))) ∧
    (dipole (2 / 3) ⬝ᵥ v 0) ^ 2 = 2 / 3 ∧
    (dipole (2 / 3) ⬝ᵥ v (D / 3)) ^ 2 = 1 / 2 ∧
    StrictAntiOn (fun x => (dipole (2 / 3) ⬝ᵥ v x) ^ 2) (Set.Ici 0) ∧
    Tendsto (fun x => (dipole (2 / 3) ⬝ᵥ v x) ^ 2) atTop (𝓝 0) := by
  have hI : ∀ x, 0 ≤ x → (dipole (2 / 3) ⬝ᵥ v x) ^ 2 = lowerIntensity (2 / 3) D x :=
    fun x hx => intensity_eq (by norm_num) (by norm_num) hD (h x hx)
  refine ⟨fun x hx => ?_, ?_, ?_, ?_, ?_⟩
  · rw [hI x hx, lowerIntensity, gap,
      show D ^ 2 + 2 * (1 - 2 * (2 / 3)) * D * x + x ^ 2 = D ^ 2 - 2 * D * x / 3 + x ^ 2 by ring,
      show x + (1 - 2 * (2 / 3)) * D = x - D / 3 by ring]
  · rw [hI 0 le_rfl, lowerIntensity_zero _ hD]
  · rw [hI _ (by positivity), lowerIntensity,
      show D / 3 + (1 - 2 * (2 / 3)) * D = 0 by ring, zero_div, sub_zero]
  · intro y hy z hz hyz
    show (dipole (2 / 3) ⬝ᵥ v z) ^ 2 < (dipole (2 / 3) ⬝ᵥ v y) ^ 2
    rw [hI y hy, hI z hz]
    exact lowerIntensity_strictAnti (by norm_num) (by norm_num) hD hyz
  · exact (lowerIntensity_tendsto (by norm_num) (by norm_num) hD).congr'
      ((eventually_ge_atTop 0).mono fun x hx => (hI x hx).symm)
```

## (j) The ratio falls below two

For \(w=2/3\) and \(D,x>0\), let \(u\) be a unit vector orthogonal to the lower exciton \(v\). Show that
\[
(d\cdot v)^2+(d\cdot u)^2=1,\qquad (d\cdot v)^2<2(d\cdot u)^2 .
\]

**Solution.** The pair is an orthonormal basis and \(|d|=1\), which gives the sum. By (e), (f) and (g), \((d\cdot v)^2<2/3\), so \((d\cdot u)^2>1/3\). Since \(H\) is symmetric, \(u\) is the upper exciton. Lean derives completeness from the components in `h1`, `h2` and `h3`.

In this model, then, repulsive exchange (\(x>0\)) always lowers the L₃:L₂ intensity ratio below 2:1. A Bethe-Salpeter calculation for a real material involves many transitions, a more general exchange matrix and a direct electron-hole attraction, so its ratio need not follow this rule.

```lean
/-- At the L edge with `D > 0` and `x > 0`, the lower exciton `v` and a unit state `u` orthogonal
to it share total intensity one, and `v` has less than twice the intensity of `u`. -/
theorem L3_lt_two_L2 {D x E : ℝ} {v u : Fin 2 → ℝ} (hD : 0 < D) (hx : 0 < x)
    (h : IsLowerExciton (2 / 3) D x E v) (hu : u ⬝ᵥ u = 1) (ho : v ⬝ᵥ u = 0) :
    (dipole (2 / 3) ⬝ᵥ v) ^ 2 + (dipole (2 / 3) ⬝ᵥ u) ^ 2 = 1 ∧
      (dipole (2 / 3) ⬝ᵥ v) ^ 2 < 2 * (dipole (2 / 3) ⬝ᵥ u) ^ 2 := by
  have hlt := lowerIntensity_strictAnti (w := 2 / 3) (by norm_num) (by norm_num) hD hx
  rw [lowerIntensity_zero _ hD, ← intensity_eq (by norm_num) (by norm_num) hD h] at hlt
  have hsum : (dipole (2 / 3) ⬝ᵥ v) ^ 2 + (dipole (2 / 3) ⬝ᵥ u) ^ 2 = 1 := by
    have hv := h.unit
    have ha := Real.sq_sqrt (show (0 : ℝ) ≤ 2 / 3 by norm_num)
    have hb := Real.sq_sqrt (show (0 : ℝ) ≤ 1 - 2 / 3 by norm_num)
    have hd : ∀ y : Fin 2 → ℝ,
        dipole (2 / 3) ⬝ᵥ y = √(2 / 3) * y 0 + √(1 - 2 / 3) * y 1 := by
      intro y
      rw [dotProduct, Fin.sum_univ_two]
      rfl
    rw [hd, hd]
    rw [dotProduct, Fin.sum_univ_two] at hv hu ho
    generalize √(2 / 3 : ℝ) = a at ha ⊢
    generalize √(1 - 2 / 3 : ℝ) = b at hb ⊢
    -- completeness of the orthonormal pair
    have h1 : u 0 ^ 2 = v 1 ^ 2 := by
      linear_combination -u 0 ^ 2 * hv + (v 0 * u 0 - v 1 * u 1) * ho + v 1 ^ 2 * hu
    have h2 : u 1 ^ 2 = v 0 ^ 2 := by
      linear_combination -u 1 ^ 2 * hv + (v 1 * u 1 - v 0 * u 0) * ho + v 0 ^ 2 * hu
    have h3 : u 0 * u 1 = -(v 0 * v 1) := by
      linear_combination -(u 0 * u 1) * hv + (v 0 * u 1 + v 1 * u 0) * ho - v 0 * v 1 * hu
    linear_combination a ^ 2 * h1 + b ^ 2 * h2 + 2 * a * b * h3 + (a ^ 2 + b ^ 2) * hv + ha + hb
  exact ⟨hsum, by linarith⟩

end

end CoreExciton
```

```lean
#print axioms CoreExciton.L3_intensity
#print axioms CoreExciton.L3_lt_two_L2
```

```
'CoreExciton.L3_intensity' depends on axioms: [propext, Classical.choice, Quot.sound]
'CoreExciton.L3_lt_two_L2' depends on axioms: [propext, Classical.choice, Quot.sound]
```
